# For a given pseudospin texture, the orbital-magnetization integrand of one band in a two-band model is independent of the band splitting

The declaration `orbitalIntegrand_eq` concerns a two-band Hamiltonian H = e + h n·σ, the matrix P = (1 + n·σ)/2, and two first-order changes of P, A = a·σ/2 and B = b·σ/2. It states that the zero-temperature orbital-magnetization integrand, without its constant prefactor, tr(P(AHB − BHA)) + tr(HP[A,B]) − 2μ tr(P[A,B]), equals i(e − μ) n·(a × b), in which h does not appear. The identity holds for all real three-vectors n, a and b; P is a band projector only when n has unit length, and the bands then lie at e ± h. The attempt rewrites the first trace with the preceding lemma `energyWeightedTrace_eq`, expands the other two into matrix entries, and then means to reduce powers of the imaginary unit before a last call to `ring`.

Lean 4 with Mathlib refuses this proof:

```lean
import Mathlib

open Matrix

namespace TwoBandOrbitalMagnetization

noncomputable section

/-- The spin matrix `v·σ` of a real three-vector `v`. -/
def spinDot (v : Fin 3 → ℝ) : Matrix (Fin 2) (Fin 2) ℂ :=
  !![(v 2 : ℂ), (v 0 : ℂ) - (v 1 : ℂ) * Complex.I;
     (v 0 : ℂ) + (v 1 : ℂ) * Complex.I, -(v 2 : ℂ)]

/-- The matrix `P = (1 + n·σ)/2`, the band projector when `n` is a unit vector. -/
def bandProjector (n : Fin 3 → ℝ) : Matrix (Fin 2) (Fin 2) ℂ :=
  (1 / 2 : ℂ) • (1 + spinDot n)

/-- The first-order change `a·σ/2` of the band projector when `n` changes by `a`. -/
def projectorVariation (a : Fin 3 → ℝ) : Matrix (Fin 2) (Fin 2) ℂ :=
  (1 / 2 : ℂ) • spinDot a

/-- The two-band Hamiltonian `H = e + h n·σ`. -/
def hamiltonian (e h : ℝ) (n : Fin 3 → ℝ) : Matrix (Fin 2) (Fin 2) ℂ :=
  (e : ℂ) • 1 + (h : ℂ) • spinDot n

/-- The energy-weighted trace `tr(P(AHB - BHA))`. -/
def energyWeightedTrace (P H A B : Matrix (Fin 2) (Fin 2) ℂ) : ℂ :=
  trace (P * (A * H * B - B * H * A))

/-- The zero-temperature orbital-magnetization integrand of one band at chemical potential `μ`,
without its constant prefactor: `tr(P(AHB - BHA)) + tr(HP[A,B]) - 2μ tr(P[A,B])`. -/
def orbitalIntegrand (μ : ℝ) (P H A B : Matrix (Fin 2) (Fin 2) ℂ) : ℂ :=
  energyWeightedTrace P H A B + trace (H * P * (A * B - B * A))
    - 2 * (μ : ℂ) * trace (P * (A * B - B * A))

/-- The energy-weighted trace of the two-band model is `(e - h)(i/2) n·(a × b)`,
for all real vectors `n`, `a`, `b`. -/
theorem energyWeightedTrace_eq (e h : ℝ) (n a b : Fin 3 → ℝ) :
    energyWeightedTrace (bandProjector n) (hamiltonian e h n)
        (projectorVariation a) (projectorVariation b)
      = ((e : ℂ) - h) * (Complex.I / 2) * ((n ⬝ᵥ crossProduct a b : ℝ) : ℂ) := by
  -- write the trace as a sum over scalar matrix entries
  simp only [energyWeightedTrace, bandProjector, hamiltonian, projectorVariation,
    Matrix.trace_fin_two, Matrix.mul_apply, Matrix.sub_apply, Matrix.add_apply,
    Matrix.smul_apply, smul_eq_mul, Fin.sum_univ_two]
  -- insert the entries of the spin matrices and compare polynomials
  simp [spinDot, cross_apply, dotProduct, Fin.sum_univ_three]
  ring

/-- For the two-band model, `orbitalIntegrand` equals `i (e - μ) n·(a × b)`, independent of `h`. -/
theorem orbitalIntegrand_eq (μ e h : ℝ) (n a b : Fin 3 → ℝ) :
    orbitalIntegrand μ (bandProjector n) (hamiltonian e h n)
        (projectorVariation a) (projectorVariation b)
      = Complex.I * ((e : ℂ) - μ) * ((n ⬝ᵥ crossProduct a b : ℝ) : ℂ) := by
  have I3 : Complex.I ^ 3 = -Complex.I := by
    linear_combination Complex.I * Complex.I_sq
  have I4 : Complex.I ^ 4 = 1 := by
    linear_combination (Complex.I ^ 2 - 1) * Complex.I_sq
  unfold orbitalIntegrand
  rw [energyWeightedTrace_eq]
  simp [bandProjector, hamiltonian, projectorVariation, spinDot,
    Matrix.trace_fin_two, Matrix.mul_apply, Fin.sum_univ_two, cross_apply, dotProduct,
    Fin.sum_univ_three]
  ring_nf
  simp only [Complex.I_sq, I3, I4]
  ring

end

end TwoBandOrbitalMagnetization
```

The compiler's answer:

```
Main.lean:65:2: error: No goals to be solved
```

The repair, with which the file compiles:

```diff
@@ -53,15 +53,10 @@
         (projectorVariation a) (projectorVariation b)
       = Complex.I * ((e : ℂ) - μ) * ((n ⬝ᵥ crossProduct a b : ℝ) : ℂ) := by
-  have I3 : Complex.I ^ 3 = -Complex.I := by
-    linear_combination Complex.I * Complex.I_sq
-  have I4 : Complex.I ^ 4 = 1 := by
-    linear_combination (Complex.I ^ 2 - 1) * Complex.I_sq
   unfold orbitalIntegrand
   rw [energyWeightedTrace_eq]
+  -- the two remaining traces are written out entry by entry
   simp [bandProjector, hamiltonian, projectorVariation, spinDot,
     Matrix.trace_fin_two, Matrix.mul_apply, Fin.sum_univ_two, cross_apply, dotProduct,
     Fin.sum_univ_three]
-  ring_nf
-  simp only [Complex.I_sq, I3, I4]
   ring
 
```

The message "No goals to be solved" points to the line `simp only [Complex.I_sq, I3, I4]`. The `ring_nf` just before it had already proved the equality, so `simp only` had nothing left to work on, and Lean treats that as an error.

The attempt expected powers of `Complex.I` to survive `ring_nf` and to need replacing by means of i² = −1. They did not: once `simp` has expanded the traces, the two sides agree by commutative-ring algebra alone, with `Complex.I` treated as an ordinary symbol.

The repair removes `ring_nf` and the failing `simp only`, so that the `ring` already at the end of the proof closes the goal directly after the expansion. The facts `I3` and `I4`, which gave the third and fourth powers of `Complex.I`, were used only in the deleted line; removing them is tidying, and so is the added comment.
